# The least-squares correction of finitely many oscillator strengths to the Thomas-Reiche-Kuhn sum rule alone, with equal weights, shifts each by the same amount

For `N` non-relativistic electrons in a potential that depends only on positions, the Thomas-Reiche-Kuhn sum rule says that the dimensionless oscillator strengths of all transitions from one fixed state, continuum included, add up to `N`. The theorem takes a finite list of real strengths `f₀`, adjusts it by adding `Cᵀ (C Cᵀ)⁻¹ (b - C f₀)` with the total `N` as the only constraint, and states that each strength changes by `N - ∑ l, f₀ l` divided by the number of transitions in the list. Here `C` is a single row of ones, `b` has the single entry `N`, and `N` may be any real number; the strengths are given numbers, not derived from a Hamiltonian. The proof first shows that the inverse of `C Cᵀ` is the 1×1 matrix holding one over the number of transitions, then puts this into the definition and leaves the rest to `simp`.

An attempt in Lean 4 with a fault in it:

```lean
import Mathlib

open Matrix

namespace AdjustedThomasReicheKuhn

noncomputable section

variable {k n : Type*} [Fintype k] [DecidableEq k] [Fintype n]

/-- The measured strengths `f₀` corrected by `Cᵀ (C Cᵀ)⁻¹ (b - C f₀)`, for sum rules with
coefficient matrix `C` and values `b`; the domain is `C Cᵀ` invertible. -/
def adjusted (C : Matrix k n ℝ) (f₀ : n → ℝ) (b : k → ℝ) : n → ℝ :=
  f₀ + Cᵀ *ᵥ ((C * Cᵀ)⁻¹ *ᵥ (b - C *ᵥ f₀))

/-- With the Thomas-Reiche-Kuhn sum rule `∑ f = N` as the only constraint, the adjustment spreads
the missing strength equally over all transitions. -/
theorem adjusted_thomasReicheKuhn (f₀ : n → ℝ) (N : ℝ) (i : n) :
    adjusted (Matrix.of fun (_ : Unit) (_ : n) => (1 : ℝ)) f₀ (fun _ => N) i =
      f₀ i + (N - ∑ l, f₀ l) / Fintype.card n := by
  have hn : Nonempty n := ⟨i⟩
  have hc : (Fintype.card n : ℝ) ≠ 0 := Nat.cast_ne_zero.mpr Fintype.card_ne_zero
  -- here `C Cᵀ` is the number of transitions
  have hinv : ((Matrix.of fun (_ : Unit) (_ : n) => (1 : ℝ)) *
      (Matrix.of fun (_ : Unit) (_ : n) => (1 : ℝ))ᵀ)⁻¹ =
      Matrix.of fun (_ : Unit) (_ : Unit) => (Fintype.card n : ℝ)⁻¹ := by
    apply Matrix.inv_eq_right_inv
    ext a b
    simp [Matrix.mul_apply, Matrix.one_apply, hc]
  rw [adjusted, hinv]
  simp [Matrix.mulVec, dotProduct, div_eq_inv_mul]

end

end AdjustedThomasReicheKuhn
```

The error:

```
Main.lean:20:49: error: unsolved goals
n : Type u_2
inst✝ : Fintype n
f₀ : n → ℝ
N : ℝ
i : n
hn : Nonempty n
hc : ↑(Fintype.card n) ≠ 0
hinv : ((of fun x x_1 => 1) * (of fun x x_1 => 1)ᵀ)⁻¹ = of fun x x_1 => (↑(Fintype.card n))⁻¹
⊢ ((of fun x x_1 => 1)ᵀ * of fun x x_1 => (↑(Fintype.card n))⁻¹) i PUnit.unit = (↑(Fintype.card n))⁻¹ ∨
    N - ∑ i, f₀ i = 0
Main.lean:29:28: warning: This simp argument is unused:
  Matrix.one_apply

Hint: Omit it from the simp argument list.
  [apply] simp [Matrix.mul_apply, hc]

Note: This linter can be disabled with `set_option linter.unusedSimpArgs false`
```

Diagnosis. The error comes from the last `simp`, which leaves a goal unproved. The adjustment applies two matrices in turn to a vector, and `simp` first merges them into one matrix product, by the simp lemma `Matrix.mulVec_mulVec`. Unfolding `Matrix.mulVec` and `dotProduct` then leaves an entry of that product times `N - ∑ i, f₀ i`. The same factor stands on the right-hand side, so `simp` reduces the equation to the "or" in the message: either the entry equals `(↑(Fintype.card n))⁻¹`, or the common factor is zero.

The first alternative is true, but `simp` had no rule for writing out an entry of a matrix product. The repair adds `Matrix.mul_apply`, which turns the entry into a sum over the one element of `Unit`. Its only term is one times `(↑(Fintype.card n))⁻¹`, so the goal closes.

The warning concerns the earlier `simp`, inside the proof of `hinv`, which never used `Matrix.one_apply`. Removing it is mere tidying.

The repair, with which the file compiles:

```diff
@@ -27,7 +27,7 @@
     apply Matrix.inv_eq_right_inv
     ext a b
-    simp [Matrix.mul_apply, Matrix.one_apply, hc]
+    simp [Matrix.mul_apply, hc]
   rw [adjusted, hinv]
-  simp [Matrix.mulVec, dotProduct, div_eq_inv_mul]
+  simp [Matrix.mulVec, dotProduct, Matrix.mul_apply, div_eq_inv_mul]
 
 end
```
